# The dual basis of three non-coplanar vectors: cross products over the triple product, with the inverse metric

Take two oblique axes in a plane, \(a_0=(2,0)\) and \(a_1=(1,1)\), and ask for the components of a vector \(x=\xi_0a_0+\xi_1a_1\). The projection \(a_0\cdot x\) mixes both components, because the axes are not orthogonal. A vector \(b_0\) perpendicular to \(a_1\) removes the second term, and scaling it so that \(b_0\cdot a_0=1\) leaves \(\xi_0=b_0\cdot x\). Here \(b_0=(\tfrac12,-\tfrac12)\), and likewise \(b_1=(0,1)\). The matrices of dot products are

\[
\begin{pmatrix}4&2\\2&2\end{pmatrix},\qquad
\begin{pmatrix}\tfrac12&-\tfrac12\\-\tfrac12&1\end{pmatrix}
\]

for the \(a\)'s and the \(b\)'s. They are inverse to each other, and the first has determinant 4, the square of the parallelogram's area.

In space, a vector perpendicular to two others is their cross product, and the triple product supplies the scale. Dot products with the resulting vectors turn the Cartesian position of an atom in a periodic cell into fractional coordinates along the cell vectors.

```lean
import Mathlib

open Matrix

namespace DualBasisThreeSpace

noncomputable section
```

## Cell vectors, face normals and metric

Let \(a_0,a_1,a_2\) be three real vectors. In Lean they form a family `a : Fin 3 → Fin 3 → ℝ`, whose first index selects the vector and whose second selects its Cartesian component. Both indices run over 0, 1, 2. The triple product of the vectors is

\[
V=a_0\cdot(a_1\times a_2).
\]

It is a signed volume, negative for a left-handed set.

```lean
/-- The triple product `V = a₀ · (a₁ × a₂)` of three vectors. -/
def triple (a : Fin 3 → Fin 3 → ℝ) : ℝ := a 0 ⬝ᵥ (a 1 ⨯₃ a 2)
```

The cyclic cross products are

\[
n_0=a_1\times a_2,\qquad n_1=a_2\times a_0,\qquad n_2=a_0\times a_1 .
\]

They are normal to the faces of the cell. Despite the name `faceNormal` they are not unit vectors: their lengths are the face areas.

```lean
/-- The cyclic cross products `a₁ × a₂`, `a₂ × a₀`, `a₀ × a₁`. -/
def faceNormal (a : Fin 3 → Fin 3 → ℝ) : Fin 3 → Fin 3 → ℝ :=
  ![a 1 ⨯₃ a 2, a 2 ⨯₃ a 0, a 0 ⨯₃ a 1]
```

For \(V\neq0\), the candidate dual vectors are \(b_i=n_i/V\). Solid-state texts usually include a factor \(2\pi\) in the reciprocal vectors; here there is none.

```lean
/-- The cross-product formula for the dual vectors, `b₀ = (a₁ × a₂) / V` and cyclic, meant for
`V ≠ 0`. -/
def dual (a : Fin 3 → Fin 3 → ℝ) : Fin 3 → Fin 3 → ℝ :=
  fun i => (triple a)⁻¹ • faceNormal a i
```

The metric is \(g_{ij}=a_i\cdot a_j\), which a quantum chemist would call the overlap matrix. Reading these sums of products as lengths and angles assumes that the components refer to an orthonormal Cartesian frame. That identification is the step from the triples of numbers in Lean to vectors in a laboratory or a crystal.

```lean
/-- The metric (overlap matrix) `g i j = a i · a j`. -/
def metric (a : Fin 3 → Fin 3 → ℝ) : Matrix (Fin 3) (Fin 3) ℝ :=
  Matrix.of fun i j => a i ⬝ᵥ a j
```

A family \(c\) is biorthogonal to \(a\) when \(c_i\cdot a_j=\delta_{ij}\). The definition mentions neither cross products nor \(V\), so the formula for \(b\) can be tested against it.

```lean
/-- Two families are biorthogonal when `c i · a j` is 1 for `i = j` and 0 otherwise. -/
def Biorthogonal (c a : Fin 3 → Fin 3 → ℝ) : Prop :=
  ∀ i j, c i ⬝ᵥ a j = if i = j then 1 else 0
```

## Duality from the cross products

Write \(a_{ik}\) for component \(k\) of \(a_i\), and let \(A\) be the matrix with these entries, so that the vectors are its rows. Expanding the triple product gives

\[
\begin{aligned}
V={}&a_{00}(a_{11}a_{22}-a_{12}a_{21})+a_{01}(a_{12}a_{20}-a_{10}a_{22})\\
&+a_{02}(a_{10}a_{21}-a_{11}a_{20})=\det A ,
\end{aligned}
\]

which is the expansion of the determinant along its first row. In the proof, `simp` writes out both sides in components and `ring` compares the polynomials.

```lean
/-- The triple product is the determinant of the matrix whose rows are the three vectors. -/
theorem triple_eq_det (a : Fin 3 → Fin 3 → ℝ) : triple a = (Matrix.of a).det := by
  simp only [triple, cross_apply, dotProduct, Fin.sum_univ_three, Matrix.det_fin_three,
    Matrix.of_apply, Matrix.cons_val]
  ring
```

A cyclic permutation leaves the triple product unchanged, so \(n_i\cdot a_i=V\). For \(i\neq j\), \(a_j\) is one of the two factors of the cross product \(n_i\), and the dot product vanishes. Together,

\[
n_i\cdot a_j=V\,\delta_{ij}.
\]

This needs no division and holds for coplanar vectors too. Lean splits the statement into its nine index pairs and checks each as a polynomial identity.

```lean
/-- Each cyclic cross product is orthogonal to two of the vectors and has
dot product `V` with the remaining one. -/
theorem faceNormal_dotProduct (a : Fin 3 → Fin 3 → ℝ) (i j : Fin 3) :
    faceNormal a i ⬝ᵥ a j = if i = j then triple a else 0 := by
  fin_cases i <;> fin_cases j <;>
    simp [faceNormal, triple, cross_apply, dotProduct, Fin.sum_univ_three] <;> ring
```

Now let \(C\) be the matrix with rows \(c_i\). Since

\[
(CA^{\mathsf T})_{ij}=\sum_k c_{ik}a_{jk}=c_i\cdot a_j ,
\]

biorthogonality is the single equation \(CA^{\mathsf T}=1\). The proof compares entries in both directions.

```lean
/-- Biorthogonality as a matrix equation, with the vectors as rows: `C Aᵀ = 1`. -/
theorem biorthogonal_iff_mul (c a : Fin 3 → Fin 3 → ℝ) :
    Biorthogonal c a ↔ Matrix.of c * (Matrix.of a)ᵀ = 1 := by
  constructor
  · intro h
    ext i j
    rw [Matrix.one_apply, ← h i j]
    rfl
  · intro h i j
    have hij := congrFun (congrFun h i) j
    rw [Matrix.one_apply] at hij
    exact hij
```

If \(V\neq0\), dividing the cross-product identity by \(V\) gives \(b_i\cdot a_j=\delta_{ij}\). This is `key` in the proof below.

Conversely, suppose that some family \(c\) is biorthogonal to \(a\). Taking determinants of \(CA^{\mathsf T}=1\) gives

\[
\det C\;V=1,
\]

so \(V\) cannot vanish. The family \(b\), with matrix \(B\), then satisfies \(BA^{\mathsf T}=1\). For square matrices a one-sided inverse is two-sided, so \(A^{\mathsf T}B=1\) as well, and

\[
C=C(A^{\mathsf T}B)=(CA^{\mathsf T})B=B .
\]

The theorem therefore says that `c` is biorthogonal to `a` exactly when the triple product is nonzero and `c` is the cross-product family. Existence, uniqueness and the need for non-coplanar vectors are all contained in this equivalence. The condition `triple a ≠ 0` is stated separately because Lean sets \(0^{-1}=0\), so `dual a` is still defined, as three zero vectors, when \(V=0\).

In the code, `mul_eq_one_comm` exchanges the order of the factors, and the `calc` block is the chain of equalities above.

```lean
/-- A family `c` is biorthogonal to `a` exactly when the triple product of `a` is nonzero
and `c` is given by the cross-product formula. -/
theorem biorthogonal_iff_eq_dual (c a : Fin 3 → Fin 3 → ℝ) :
    Biorthogonal c a ↔ triple a ≠ 0 ∧ c = dual a := by
  -- the cross-product formula does give a biorthogonal family
  have key : triple a ≠ 0 → Biorthogonal (dual a) a := by
    intro hV i j
    simp only [dual, smul_dotProduct, faceNormal_dotProduct, smul_eq_mul]
    split_ifs
    · exact inv_mul_cancel₀ hV
    · exact mul_zero _
  constructor
  · intro h
    have hC := (biorthogonal_iff_mul c a).mp h
    -- determinants exclude a vanishing triple product
    have hV : triple a ≠ 0 := by
      intro h0
      have hd := congrArg Matrix.det hC
      rw [Matrix.det_mul, Matrix.det_transpose, Matrix.det_one, ← triple_eq_det a, h0,
        mul_zero] at hd
      exact zero_ne_one hd
    refine ⟨hV, ?_⟩
    -- a matrix has only one inverse
    have hD := mul_eq_one_comm.mp ((biorthogonal_iff_mul (dual a) a).mp (key hV))
    apply Matrix.of.injective
    calc Matrix.of c = Matrix.of c * ((Matrix.of a)ᵀ * Matrix.of (dual a)) := by
          rw [hD, mul_one]
      _ = Matrix.of (dual a) := by rw [← mul_assoc, hC, one_mul]
  · rintro ⟨hV, rfl⟩
    exact key hV
```

## The metric and its inverse

In matrix form the metric is \(g=AA^{\mathsf T}\), hence

\[
\det g=\det A\,\det A^{\mathsf T}=V^2 .
\]

There is no condition on the vectors: for a coplanar set both sides are zero. For a crystal cell the result gives the volume \(|V|=\sqrt{\det g}\) from the cell lengths and angles alone. The proof uses the product rule for determinants and the earlier identity \(V=\det A\).

```lean
/-- The determinant of the metric of three vectors is the square of their triple product. -/
theorem det_metric (a : Fin 3 → Fin 3 → ℝ) : (metric a).det = triple a ^ 2 := by
  have hg : metric a = Matrix.of a * (Matrix.of a)ᵀ := rfl
  rw [hg, Matrix.det_mul, Matrix.det_transpose, triple_eq_det, sq]
```

The metric of the dual vectors is \(BB^{\mathsf T}\). For \(V\neq0\),

\[
AA^{\mathsf T}\,BB^{\mathsf T}=A(A^{\mathsf T}B)B^{\mathsf T}=AB^{\mathsf T}=(BA^{\mathsf T})^{\mathsf T}=1 .
\]

The hypothesis `hV` says that the three vectors span a cell of nonzero volume. The theorem states the inverse relation as two products equal to the identity, one for each order. In the proof `hD` is \(BA^{\mathsf T}=1\), `hT` is its transpose, and `h1` is the displayed chain.

```lean
/-- For nonzero triple product, the metric of the dual vectors is the two-sided inverse
of the metric of the original vectors. -/
theorem metric_dual_inverse (a : Fin 3 → Fin 3 → ℝ) (hV : triple a ≠ 0) :
    metric a * metric (dual a) = 1 ∧ metric (dual a) * metric a = 1 := by
  have hD := (biorthogonal_iff_mul (dual a) a).mp
    ((biorthogonal_iff_eq_dual (dual a) a).mpr ⟨hV, rfl⟩)
  have hg : ∀ c : Fin 3 → Fin 3 → ℝ, metric c = Matrix.of c * (Matrix.of c)ᵀ :=
    fun _ => rfl
  -- the transposed duality relation
  have hT : Matrix.of a * (Matrix.of (dual a))ᵀ = 1 := by
    have h := congrArg Matrix.transpose hD
    rwa [Matrix.transpose_mul, Matrix.transpose_transpose, Matrix.transpose_one] at h
  have h1 : metric a * metric (dual a) = 1 := by
    calc metric a * metric (dual a)
        = Matrix.of a * ((Matrix.of a)ᵀ * Matrix.of (dual a)) * (Matrix.of (dual a))ᵀ := by
          rw [hg, hg]
          simp only [mul_assoc]
      _ = 1 := by rw [mul_eq_one_comm.mp hD, mul_one, hT]
  exact ⟨h1, mul_eq_one_comm.mp h1⟩
```

## Components and dot products along oblique axes

Let \(c\) be biorthogonal to \(a\). Reversing the order in \(CA^{\mathsf T}=1\) gives \(A^{\mathsf T}C=1\), the resolution of the identity. Applied to any vector \(x\), it reads

\[
x_k=\sum_i a_{ik}\,(c_i\cdot x),
\qquad\text{that is}\qquad
x=\sum_i (c_i\cdot x)\,a_i .
\]

The coefficients are the fractional coordinates of \(x\). The code applies the matrix identity `hI` to `x` and reads off component `k`.

```lean
/-- If `c` is biorthogonal to `a`, every vector `x` is the sum of the `a i` with
coefficients `c i · x`. -/
theorem expansion {c a : Fin 3 → Fin 3 → ℝ} (h : Biorthogonal c a) (x : Fin 3 → ℝ) :
    x = ∑ i, (c i ⬝ᵥ x) • a i := by
  -- resolution of the identity: `Aᵀ C = 1`
  have hI := mul_eq_one_comm.mp ((biorthogonal_iff_mul c a).mp h)
  have hx : (Matrix.of a)ᵀ *ᵥ (Matrix.of c *ᵥ x) = x := by
    rw [Matrix.mulVec_mulVec, hI, Matrix.one_mulVec]
  funext k
  refine (congrFun hx k).symm.trans ?_
  simp only [Finset.sum_apply, Pi.smul_apply, smul_eq_mul]
  change ∑ i, a i k * (c i ⬝ᵥ x) = _
  exact Finset.sum_congr rfl fun i _ => mul_comm _ _
```

Dot products are symmetric, so \(a\) is also biorthogonal to \(b\), and the same expansion holds with the roles exchanged:

\[
x=\sum_i (a_i\cdot x)\,b_i,\qquad y=\sum_j (a_j\cdot y)\,b_j .
\]

Multiplying the two sums gives

\[
x\cdot y=\sum_{i,j}(a_i\cdot x)\,(b_i\cdot b_j)\,(a_j\cdot y).
\]

The middle factor is an entry of the inverse metric. For three real vectors that span their space, this is the rule by which electronic-structure theory joins projections onto non-orthogonal orbitals through the inverse overlap matrix.

In the proof, `hb` is the exchanged biorthogonality, `hx` and `hy` are the two expansions, and the last step multiplies out the sums.

```lean
/-- For nonzero triple product, the dot product of two vectors follows from their
projections `a i · x` and `a j · y`, contracted with the metric of the dual vectors. -/
theorem dotProduct_eq_contraction (a : Fin 3 → Fin 3 → ℝ) (hV : triple a ≠ 0)
    (x y : Fin 3 → ℝ) :
    x ⬝ᵥ y = ∑ i, ∑ j, (a i ⬝ᵥ x) * metric (dual a) i j * (a j ⬝ᵥ y) := by
  have hb : Biorthogonal a (dual a) := by
    intro i j
    rw [dotProduct_comm, (biorthogonal_iff_eq_dual (dual a) a).mpr ⟨hV, rfl⟩ j i]
    simp only [eq_comm]
  -- expand both vectors in the dual basis
  have hx := expansion hb x
  have hy := expansion hb y
  calc x ⬝ᵥ y = (∑ i, (a i ⬝ᵥ x) • dual a i) ⬝ᵥ (∑ j, (a j ⬝ᵥ y) • dual a j) := by
        rw [← hx, ← hy]
    _ = _ := by
        simp only [Fin.sum_univ_three, add_dotProduct, dotProduct_add, smul_dotProduct,
          dotProduct_smul, smul_eq_mul, metric, Matrix.of_apply]
        ring
```

## An oblique set with integer dual vectors

Take \(a_0=(1,0,0)\), \(a_1=(1,1,0)\), \(a_2=(1,1,1)\), for which \(V=1\). The cross products give

\[
b_0=(1,-1,0),\qquad b_1=(0,1,-1),\qquad b_2=(0,0,1),
\]

and the two metrics are

\[
\begin{pmatrix}1&1&1\\1&2&2\\1&2&3\end{pmatrix},\qquad
\begin{pmatrix}2&-1&0\\-1&2&-1\\0&-1&1\end{pmatrix},
\]

whose product is the identity. Lean checks the nine dot products \(b_i\cdot a_j\) directly, so the biorthogonality condition is met by a set that is not orthogonal.

```lean
/-- The oblique vectors (1,0,0), (1,1,0), (1,1,1) have the biorthogonal partners
(1,-1,0), (0,1,-1), (0,0,1). -/
theorem biorthogonal_witness :
    Biorthogonal ![![1, -1, 0], ![0, 1, -1], ![0, 0, 1]]
      ![![1, 0, 0], ![1, 1, 0], ![1, 1, 1]] := by
  intro i j
  fin_cases i <;> fin_cases j <;> simp [dotProduct, Fin.sum_univ_three]

end

end DualBasisThreeSpace
```

```lean
#print axioms DualBasisThreeSpace.det_metric
#print axioms DualBasisThreeSpace.metric_dual_inverse
#print axioms DualBasisThreeSpace.dotProduct_eq_contraction
```

```
'DualBasisThreeSpace.det_metric' depends on axioms: [propext, Classical.choice, Quot.sound]
'DualBasisThreeSpace.metric_dual_inverse' depends on axioms: [propext, Classical.choice, Quot.sound]
'DualBasisThreeSpace.dotProduct_eq_contraction' depends on axioms: [propext, Classical.choice, Quot.sound]
```
